# The spin-3/2 projector: idempotence, constraints and trace 8 for $p\cdot p\neq 0$

An operator on vector-spinors carries two Lorentz indices and two spinor indices. Here it is a family of $n\times n$ complex matrices $P^\mu{}_\nu$, with the first Lorentz index up and the second down, so that composition is a plain sum over the repeated index. Momenta are given by upper components $p^\mu$, and indices are lowered by the signs of $\eta=\mathrm{diag}(1,-1,-1,-1)$.

Let $\gamma^\mu\gamma^\nu+\gamma^\nu\gamma^\mu=2\eta^{\mu\nu}$ and $s=p\cdot p\neq0$. Define
$$\theta^\mu{}_\nu=\delta^\mu_\nu-\frac{p^\mu p_\nu}{s},\qquad G^\mu=\theta^\mu{}_\nu\gamma^\nu,\qquad P^\mu{}_\nu=\theta^\mu{}_\nu-\tfrac13G^\mu G_\nu .$$
Then $P$ is idempotent, $p_\mu P^\mu{}_\nu=0$, $\gamma_\mu P^\mu{}_\nu=0$, and the total trace is $2n$, which is 8 for Dirac matrices.

In relativistic quantum mechanics, $P$ isolates the spin-3/2 part of a free vector-spinor at fixed real timelike momentum. For Dirac matrices this part has dimension 8, which is two spin-3/2 quartets; the Dirac equation with mass $\sqrt s$, not imposed here, would keep one of them.

## Contractions, fixed vectors and trace

Write $\not p=p_\mu\gamma^\mu$. Symmetrising the product gives $\not p^2=\tfrac12p_\mu p_\nu(\gamma^\mu\gamma^\nu+\gamma^\nu\gamma^\mu)=s$. Since $G^\mu=\gamma^\mu-p^\mu\not p/s$ and $\gamma_\mu\gamma^\mu=4$,
$$p_\mu G^\mu=\not p-\not p=0,\qquad \gamma_\mu G^\mu=4-\not p^2/s=3,$$
$$G_\mu G^\mu=\gamma_\mu G^\mu-\not p\,(p_\mu G^\mu)/s=3 .$$

Also $p_\mu\theta^\mu{}_\nu=p_\nu-p_\nu=0$ and $\gamma_\mu\theta^\mu{}_\nu=G_\nu$. Hence
$$p_\mu P^\mu{}_\nu=0-\tfrac13(p_\mu G^\mu)G_\nu=0,\qquad \gamma_\mu P^\mu{}_\nu=G_\nu-\tfrac13\cdot3\,G_\nu=0 .$$

If $p_\mu\psi^\mu=0$ and $\gamma_\mu\psi^\mu=0$, then $\theta^\mu{}_\nu\psi^\nu=\psi^\mu$ and $G_\nu\psi^\nu=\gamma_\nu\psi^\nu-\not p\,(p_\nu\psi^\nu)/s=0$, so $P\psi=\psi$. Conversely, $P\psi=\psi$ implies both constraints, because both contractions annihilate $P$. The columns of $P$ satisfy the constraints, so $P$ fixes them: $P^2=P$. Finally, $\theta^\mu{}_\mu=4-1=3$, so $P^\mu{}_\mu=3-\tfrac13\cdot3=2$ times the identity, with trace $2n$.

## A particle at rest, and two failures

For $p=(1,0,0,0)$, $G^0=0$ and $G^i=\gamma^i$. The only non-zero blocks are $P^i{}_j=\delta_{ij}+\tfrac13\gamma^i\gamma^j$. Each diagonal block is $\tfrac23$ times the identity, so the trace is $3\cdot\tfrac23\cdot4=8$. The $(1,1)$ block of $P^2$ is $\tfrac49+\tfrac19+\tfrac19=\tfrac23$, as required.

Without the Clifford relation the result fails: at the same $p$, take $1\times1$ matrices with $\gamma^1=1$ and the others zero. Then $P^1{}_1=\tfrac43$, whose square is $\tfrac{16}9$. At $p=0$ the formula is undefined; Lean's convention $x/0=0$ would give the Dirac trace $\tfrac{32}3$.

## Matrices and index positions in Lean

The type `n` labels spinor components; `m` labels columns, so one object can hold several vector-spinors.

```lean
import Mathlib

open Matrix

namespace SpinThreeHalvesProjector

noncomputable section

variable {n m : Type*} [Fintype n] [DecidableEq n]
```

Since $\eta$ is diagonal, its four signs suffice.

```lean
/-- The diagonal entries of the Minkowski metric, signature (+,-,-,-). -/
def eta : Fin 4 → ℂ := ![1, -1, -1, -1]

/-- The Minkowski square `p·p` of a four-vector with upper components `p μ`. -/
def msq (p : Fin 4 → ℂ) : ℂ := ∑ μ, eta μ * p μ * p μ
```

`IsClifford` is the assumed algebra of the gamma matrices; it fixes the metric signature but no representation.

```lean
/-- The Clifford relation: the anticommutator of `γ^μ` and `γ^ν` is `2 η^(μν)`. -/
def IsClifford (γ : Fin 4 → Matrix n n ℂ) : Prop :=
  ∀ μ ν, γ μ * γ ν + γ ν * γ μ = (if μ = ν then 2 * eta μ else 0 : ℂ) • (1 : Matrix n n ℂ)

/-- The contraction `p_μ γ^μ`. -/
def slash (γ : Fin 4 → Matrix n n ℂ) (p : Fin 4 → ℂ) : Matrix n n ℂ :=
  ∑ μ, (eta μ * p μ) • γ μ
```

The factor `eta ν` in `th` lowers the index of the second momentum; in `proj` it lowers that of the second $G$.

```lean
/-- The mixed components `θ^μ_ν = δ^μ_ν - p^μ p_ν / (p·p)`. -/
def th (p : Fin 4 → ℂ) (μ ν : Fin 4) : ℂ :=
  (if μ = ν then 1 else 0) - p μ * (eta ν * p ν) / msq p

/-- The transverse gamma matrices `G^μ = θ^μ_ν γ^ν`. -/
def G (γ : Fin 4 → Matrix n n ℂ) (p : Fin 4 → ℂ) (μ : Fin 4) : Matrix n n ℂ :=
  ∑ ν, th p μ ν • γ ν

/-- The vector-spinor operator `P^μ_ν = θ^μ_ν - G^μ G_ν / 3`. -/
def proj (γ : Fin 4 → Matrix n n ℂ) (p : Fin 4 → ℂ) (μ ν : Fin 4) : Matrix n n ℂ :=
  th p μ ν • (1 : Matrix n n ℂ) - (eta ν / 3) • (G γ p μ * G γ p ν)
```

The momentum may be complex, and real spacelike momenta are included. The hypothesis `msq p ≠ 0` excludes massless on-shell momenta. No rotation-group action or field equation is formalised.

## The contraction identities

`th_apply` writes out the action of $\theta$ on any family, whether of numbers or matrices; for $p\cdot p\neq0$ it subtracts the part along $p$. `th_symm` states that $\theta_{\mu\nu}$ is symmetric.

```lean
/-- The action of `θ` on any four-component family: `θ^μ_ν v^ν = v^μ - (p^μ / (p·p)) p_ν v^ν`. -/
theorem th_apply {V : Type*} [AddCommGroup V] [Module ℂ V] (p : Fin 4 → ℂ)
    (v : Fin 4 → V) (μ : Fin 4) :
    ∑ ν, th p μ ν • v ν = v μ - (p μ / msq p) • ∑ ν, (eta ν * p ν) • v ν := by
  simp only [th, sub_smul, Finset.sum_sub_distrib, ite_smul, one_smul, zero_smul,
    Finset.sum_ite_eq, Finset.mem_univ, if_true]
  rw [Finset.smul_sum]
  congr 1
  refine Finset.sum_congr rfl fun ν _ => ?_
  module

private lemma th_symm (p : Fin 4 → ℂ) (μ ν : Fin 4) :
    eta μ * th p μ ν = eta ν * th p ν μ := by
  by_cases h : μ = ν
  · subst h; rfl
  · unfold th
    rw [if_neg h, if_neg (Ne.symm h)]
    ring
```

Next comes $\not p^2=s$: `h1` and `h2` are the two orderings of the double sum, and adding them produces the anticommutator.

```lean
/-- The square of `p_μ γ^μ` is `p·p`. -/
theorem slash_sq {γ : Fin 4 → Matrix n n ℂ} (hγ : IsClifford γ) (p : Fin 4 → ℂ) :
    slash γ p * slash γ p = msq p • (1 : Matrix n n ℂ) := by
  have h1 : slash γ p * slash γ p =
      ∑ μ, ∑ ν, ((eta μ * p μ) * (eta ν * p ν)) • (γ μ * γ ν) := by
    simp only [slash, Finset.sum_mul_sum, smul_mul_smul_comm]
  have h2 : slash γ p * slash γ p =
      ∑ μ, ∑ ν, ((eta μ * p μ) * (eta ν * p ν)) • (γ ν * γ μ) := by
    rw [h1, Finset.sum_comm]
    refine Finset.sum_congr rfl fun μ _ => Finset.sum_congr rfl fun ν _ => ?_
    rw [mul_comm (eta ν * p ν)]
  -- adding the two orderings produces the anticommutator
  have h3 : slash γ p * slash γ p + slash γ p * slash γ p =
      ∑ μ, ∑ ν, ((eta μ * p μ) * (eta ν * p ν)) • (γ μ * γ ν + γ ν * γ μ) := by
    simp only [smul_add, Finset.sum_add_distrib]
    rw [← h1, ← h2]
  have hc : ∑ μ, ∑ ν, ((eta μ * p μ) * (eta ν * p ν)) *
      (if μ = ν then 2 * eta μ else 0 : ℂ) = 2 * msq p := by
    simp [Fin.sum_univ_four, msq, eta]
    ring
  simp only [hγ _ _, smul_smul, ← Finset.sum_smul] at h3
  rw [hc] at h3
  linear_combination (norm := module) (1 / 2 : ℂ) • h3
```

The next lemmas give the explicit form of $G^\mu$, then $p_\mu G^\mu=0$, then $G_\mu\psi^\mu$ in terms of the two constraints.

```lean
omit [Fintype n] [DecidableEq n] in
private lemma G_eq (γ : Fin 4 → Matrix n n ℂ) (p : Fin 4 → ℂ) (μ : Fin 4) :
    G γ p μ = γ μ - (p μ / msq p) • slash γ p := th_apply p γ μ

omit [Fintype n] [DecidableEq n] in
private lemma p_G (γ : Fin 4 → Matrix n n ℂ) {p : Fin 4 → ℂ} (hp : msq p ≠ 0) :
    ∑ μ, (eta μ * p μ) • G γ p μ = 0 := by
  have hs : ∑ μ, eta μ * p μ * (p μ / msq p) = 1 := by
    simp only [← mul_div_assoc]
    rw [← Finset.sum_div]
    exact div_self hp
  simp only [G_eq, smul_sub, Finset.sum_sub_distrib, smul_smul, ← Finset.sum_smul]
  rw [hs, one_smul]
  exact sub_self _

omit [DecidableEq n] in
private lemma G_contract (γ : Fin 4 → Matrix n n ℂ) (p : Fin 4 → ℂ)
    (ψ : Fin 4 → Matrix n m ℂ) :
    ∑ μ, eta μ • (G γ p μ * ψ μ) = ∑ μ, eta μ • (γ μ * ψ μ)
      - (1 / msq p) • (slash γ p * ∑ μ, (eta μ * p μ) • ψ μ) := by
  rw [Matrix.mul_sum, Finset.smul_sum, ← Finset.sum_sub_distrib]
  refine Finset.sum_congr rfl fun μ _ => ?_
  rw [G_eq, Matrix.sub_mul, Matrix.smul_mul, Matrix.mul_smul]
  module
```

For $\gamma_\mu G^\mu=3$, which is proved for $p\cdot p\neq0$, the Clifford relation at equal indices gives $(\gamma^\mu)^2=\eta^{\mu\mu}$.

```lean
/-- The contraction `γ_μ G^μ` equals 3. -/
theorem gamma_G {γ : Fin 4 → Matrix n n ℂ} (hγ : IsClifford γ) {p : Fin 4 → ℂ}
    (hp : msq p ≠ 0) : ∑ μ, eta μ • (γ μ * G γ p μ) = (3 : ℂ) • (1 : Matrix n n ℂ) := by
  have e : ∑ μ, (eta μ * p μ) • (γ μ * slash γ p) = slash γ p * slash γ p := by
    simp only [← smul_mul_assoc, ← Finset.sum_mul]
    rfl
  have t : ∀ μ, eta μ • (γ μ * G γ p μ) = (1 : Matrix n n ℂ)
      - (1 / msq p) • ((eta μ * p μ) • (γ μ * slash γ p)) := by
    intro μ
    have h := hγ μ μ
    rw [if_pos rfl] at h
    have hsq : γ μ * γ μ = eta μ • (1 : Matrix n n ℂ) := by
      linear_combination (norm := module) (1 / 2 : ℂ) • h
    have he : eta μ * eta μ = 1 := by fin_cases μ <;> simp [eta]
    rw [G_eq, mul_sub, mul_smul_comm, smul_sub, hsq, smul_smul, he]
    module
  rw [Finset.sum_congr rfl (fun μ _ => t μ), Finset.sum_sub_distrib, ← Finset.smul_sum, e,
    slash_sq hγ, smul_smul, one_div_mul_cancel hp]
  simp only [Finset.sum_const, Finset.card_univ, Fintype.card_fin]
  module
```

For $p\cdot p\neq0$ both contractions of $P$ follow, with `th_symm` moving the lowered index where needed.

```lean
/-- Contraction with the momentum annihilates the operator: `p_μ P^μ_ν = 0`. -/
theorem p_proj (γ : Fin 4 → Matrix n n ℂ) {p : Fin 4 → ℂ} (hp : msq p ≠ 0) (ν : Fin 4) :
    ∑ μ, (eta μ * p μ) • proj γ p μ ν = 0 := by
  have hth : ∑ μ, eta μ * p μ * th p μ ν = 0 := by
    have h := th_apply p p ν
    have hm : ∑ μ, (eta μ * p μ) • p μ = msq p := by simp only [msq, smul_eq_mul]
    rw [hm, smul_eq_mul, div_mul_cancel₀ _ hp, sub_self] at h
    calc _ = eta ν * ∑ μ, th p ν μ • p μ := by
          rw [Finset.mul_sum]
          refine Finset.sum_congr rfl fun μ _ => ?_
          rw [smul_eq_mul]
          linear_combination p μ * th_symm p μ ν
      _ = 0 := by rw [h, mul_zero]
  calc _ = (∑ μ, eta μ * p μ * th p μ ν) • (1 : Matrix n n ℂ)
        - (eta ν / 3) • ((∑ μ, (eta μ * p μ) • G γ p μ) * G γ p ν) := by
        rw [Finset.sum_smul, Finset.sum_mul, Finset.smul_sum, ← Finset.sum_sub_distrib]
        refine Finset.sum_congr rfl fun μ _ => ?_
        rw [proj, smul_mul_assoc]
        module
    _ = 0 := by rw [hth, p_G γ hp, zero_smul, zero_mul, smul_zero, sub_zero]

/-- Contraction with the gamma matrices annihilates the operator: `γ_μ P^μ_ν = 0`. -/
theorem gamma_proj {γ : Fin 4 → Matrix n n ℂ} (hγ : IsClifford γ) {p : Fin 4 → ℂ}
    (hp : msq p ≠ 0) (ν : Fin 4) : ∑ μ, eta μ • (γ μ * proj γ p μ ν) = 0 := by
  calc _ = eta ν • G γ p ν
        - (eta ν / 3) • ((∑ μ, eta μ • (γ μ * G γ p μ)) * G γ p ν) := by
        rw [G.eq_1 γ p ν, Finset.smul_sum, ← G.eq_1 γ p ν, Finset.sum_mul, Finset.smul_sum,
          ← Finset.sum_sub_distrib]
        refine Finset.sum_congr rfl fun μ _ => ?_
        rw [proj, mul_sub, mul_smul_comm, mul_smul_comm, mul_one, smul_mul_assoc, mul_assoc,
          smul_sub, smul_smul, th_symm]
        module
    _ = 0 := by
        rw [gamma_G hγ hp, smul_mul_assoc, one_mul]
        module
```

## From fixed vectors to the projector

The equivalence below also assumes $p\cdot p\neq0$. The forward direction contracts $P\psi=\psi$; the reverse obtains $G_\nu\psi^\nu=0$ from `G_contract`.

```lean
/-- A vector-spinor `ψ^μ` (or several, stored as columns) is left unchanged by the operator
exactly when `p_μ ψ^μ = 0` and `γ_μ ψ^μ = 0`. -/
theorem proj_fixes_iff {γ : Fin 4 → Matrix n n ℂ} (hγ : IsClifford γ) {p : Fin 4 → ℂ}
    (hp : msq p ≠ 0) (ψ : Fin 4 → Matrix n m ℂ) :
    (∀ μ, ∑ ν, proj γ p μ ν * ψ ν = ψ μ) ↔
      ∑ μ, (eta μ * p μ) • ψ μ = 0 ∧ ∑ μ, eta μ • (γ μ * ψ μ) = 0 := by
  constructor
  · intro h
    constructor
    · calc _ = ∑ μ, (eta μ * p μ) • ∑ ν, proj γ p μ ν * ψ ν := by simp only [h]
        _ = ∑ ν, (∑ μ, (eta μ * p μ) • proj γ p μ ν) * ψ ν := by
          simp only [Finset.smul_sum, Matrix.sum_mul, Matrix.smul_mul]
          exact Finset.sum_comm
        _ = 0 := by simp only [p_proj γ hp, Matrix.zero_mul, Finset.sum_const_zero]
    · calc _ = ∑ μ, eta μ • (γ μ * ∑ ν, proj γ p μ ν * ψ ν) := by simp only [h]
        _ = ∑ ν, (∑ μ, eta μ • (γ μ * proj γ p μ ν)) * ψ ν := by
          simp only [Matrix.mul_sum, Finset.smul_sum, Matrix.sum_mul, Matrix.smul_mul,
            Matrix.mul_assoc]
          exact Finset.sum_comm
        _ = 0 := by simp only [gamma_proj hγ hp, Matrix.zero_mul, Finset.sum_const_zero]
  · rintro ⟨h1, h2⟩ μ
    -- both constraints together give `G_ν ψ^ν = 0`
    have hG := G_contract γ p ψ
    rw [h1, h2, Matrix.mul_zero, smul_zero, sub_zero] at hG
    calc _ = ∑ ν, th p μ ν • ψ ν
          - (1 / 3 : ℂ) • (G γ p μ * ∑ ν, eta ν • (G γ p ν * ψ ν)) := by
          rw [Matrix.mul_sum, Finset.smul_sum, ← Finset.sum_sub_distrib]
          refine Finset.sum_congr rfl fun ν _ => ?_
          rw [proj, Matrix.sub_mul, Matrix.smul_mul, Matrix.smul_mul, Matrix.one_mul,
            Matrix.mul_smul, Matrix.mul_assoc]
          module
      _ = ψ μ := by
          rw [hG, th_apply, h1, Matrix.mul_zero, smul_zero, smul_zero, sub_zero, sub_zero]
```

Idempotence applies this equivalence to the columns of `proj`. For the trace, `G_contract` with $\psi=G$ supplies $G_\mu G^\mu=3$.

```lean
/-- For `p·p ≠ 0` the operator `P^μ_ν` is idempotent, is annihilated by contraction with `p_μ`
and with `γ_μ`, and has total trace twice the number of spinor components. -/
theorem spin_three_halves_projector {γ : Fin 4 → Matrix n n ℂ} (hγ : IsClifford γ)
    {p : Fin 4 → ℂ} (hp : msq p ≠ 0) :
    (∀ μ ν, ∑ ρ, proj γ p μ ρ * proj γ p ρ ν = proj γ p μ ν) ∧
    (∀ ν, ∑ μ, (eta μ * p μ) • proj γ p μ ν = 0) ∧
    (∀ ν, ∑ μ, eta μ • (γ μ * proj γ p μ ν) = 0) ∧
    ∑ μ, (proj γ p μ μ).trace = 2 * (Fintype.card n : ℂ) := by
  refine ⟨fun μ ν => ?_, p_proj γ hp, gamma_proj hγ hp, ?_⟩
  · -- the columns of the operator satisfy both constraints, so it fixes them
    exact (proj_fixes_iff hγ hp fun ρ => proj γ p ρ ν).2
      ⟨p_proj γ hp ν, gamma_proj hγ hp ν⟩ μ
  · have hGG := G_contract γ p (G γ p)
    rw [p_G γ hp, gamma_G hγ hp, Matrix.mul_zero, smul_zero, sub_zero] at hGG
    have hth : ∑ μ, th p μ μ = 3 := by
      have hs : ∑ μ, p μ * (eta μ * p μ) / msq p = 1 := by
        rw [← Finset.sum_div, div_eq_one_iff_eq hp, msq]
        exact Finset.sum_congr rfl fun μ _ => by ring
      simp only [th, if_true, Finset.sum_sub_distrib, hs]
      norm_num
    have hsum : ∑ μ, proj γ p μ μ = (2 : ℂ) • (1 : Matrix n n ℂ) := by
      calc _ = (∑ μ, th p μ μ) • (1 : Matrix n n ℂ)
            - (1 / 3 : ℂ) • ∑ μ, eta μ • (G γ p μ * G γ p μ) := by
            rw [Finset.sum_smul, Finset.smul_sum, ← Finset.sum_sub_distrib]
            refine Finset.sum_congr rfl fun μ _ => ?_
            rw [proj]
            module
        _ = _ := by
            rw [hth, hGG]
            module
    rw [← Matrix.trace_sum, hsum, Matrix.trace_smul, Matrix.trace_one, smul_eq_mul]
```

## Dirac matrices

The Dirac representation is built from Pauli blocks.

```lean
/-- The three Pauli matrices. -/
def pauli : Fin 3 → Matrix (Fin 2) (Fin 2) ℂ :=
  ![!![0, 1; 1, 0], !![0, -Complex.I; Complex.I, 0], !![1, 0; 0, -1]]

/-- The four gamma matrices in the Dirac representation, in 2×2 blocks. -/
def diracGamma : Fin 4 → Matrix (Fin 2 ⊕ Fin 2) (Fin 2 ⊕ Fin 2) ℂ :=
  Matrix.vecCons (fromBlocks 1 0 0 (-1)) fun k => fromBlocks 0 (pauli k) (-pauli k) 0
```

The Pauli anticommutators are checked entry by entry. The Clifford relation then splits into time-time, mixed and space-space cases, and the rest-frame momentum shows that the condition on $p$ can be met.

```lean
private lemma pauli_anticomm (i j : Fin 3) : pauli i * pauli j + pauli j * pauli i =
    (if i = j then 2 else 0 : ℂ) • (1 : Matrix (Fin 2) (Fin 2) ℂ) := by
  fin_cases i <;> fin_cases j <;> ext a b <;> fin_cases a <;> fin_cases b <;>
    simp [pauli] <;> norm_num

/-- The Dirac representation obeys the Clifford relation, and the four-vector `(1,0,0,0)` has
non-zero square. -/
theorem diracGamma_witness : IsClifford diracGamma ∧ msq ![1, 0, 0, 0] ≠ 0 := by
  constructor
  · have z : diracGamma 0 = fromBlocks 1 0 0 (-1) := rfl
    have s : ∀ k : Fin 3, diracGamma k.succ = fromBlocks 0 (pauli k) (-pauli k) 0 :=
      fun _ => rfl
    have e0 : eta 0 = 1 := rfl
    have e : ∀ k : Fin 3, eta k.succ = -1 := by
      intro k
      fin_cases k <;> rfl
    have zz : diracGamma 0 * diracGamma 0 = 1 := by
      rw [z]
      simp [fromBlocks_multiply]
    -- the time-like matrix anticommutes with the space-like ones
    have a : ∀ k : Fin 3, diracGamma 0 * diracGamma k.succ
        + diracGamma k.succ * diracGamma 0 = 0 := by
      intro k
      rw [z, s]
      simp [fromBlocks_multiply, fromBlocks_add]
    have c : ∀ μ : Fin 4, μ = 0 ∨ ∃ k : Fin 3, μ = k.succ := by decide
    intro μ ν
    rcases c μ with rfl | ⟨i, rfl⟩ <;> rcases c ν with rfl | ⟨j, rfl⟩
    · rw [zz, if_pos rfl, e0]
      module
    · rw [a, if_neg (Fin.succ_ne_zero j).symm, zero_smul]
    · rw [add_comm, a, if_neg (Fin.succ_ne_zero i), zero_smul]
    · have q : -(pauli i * pauli j) + -(pauli j * pauli i) =
          (if i.succ = j.succ then 2 * eta i.succ else 0 : ℂ) •
            (1 : Matrix (Fin 2) (Fin 2) ℂ) := by
        have h := pauli_anticomm i j
        rw [e]
        by_cases hij : i = j
        · subst hij
          rw [if_pos rfl] at h ⊢
          linear_combination (norm := module) (-1 : ℂ) • h
        · rw [if_neg hij] at h
          rw [if_neg (fun t => hij (Fin.succ_injective _ t))]
          linear_combination (norm := module) (-1 : ℂ) • h
      rw [s i, s j, fromBlocks_multiply, fromBlocks_multiply, fromBlocks_add]
      simp only [Matrix.zero_mul, Matrix.mul_zero, zero_add, add_zero, Matrix.mul_neg,
        Matrix.neg_mul, neg_zero]
      rw [q, ← fromBlocks_one, fromBlocks_smul, smul_zero]
  · simp [msq, eta, Fin.sum_univ_four]
```

With $2+2$ spinor components, $2n$ becomes 8.

```lean
/-- For the Dirac representation and `p·p ≠ 0` the total trace of the operator is 8. -/
theorem dirac_trace {p : Fin 4 → ℂ} (hp : msq p ≠ 0) :
    ∑ μ, (proj diracGamma p μ μ).trace = 8 := by
  rw [(spin_three_halves_projector diracGamma_witness.1 hp).2.2.2, Fintype.card_sum,
    Fintype.card_fin]
  norm_num

end

end SpinThreeHalvesProjector
```

```lean
#print axioms SpinThreeHalvesProjector.spin_three_halves_projector
-- 'SpinThreeHalvesProjector.spin_three_halves_projector' depends on axioms: [propext, Classical.choice, Quot.sound]
#print axioms SpinThreeHalvesProjector.dirac_trace
-- 'SpinThreeHalvesProjector.dirac_trace' depends on axioms: [propext, Classical.choice, Quot.sound]
```
